# Wegstein iteration with slopes in [a, b] converges from every start if F′ also lies in [a, b] and 2b < 1 + a

## Can a poor secant slope throw the iteration off?

I am solving x = F(x) for a single charge-transfer parameter x. F(x) is the charge transfer that comes out when x goes in. The output overreacts: F′ lies between −3 and −1.5, so plain iteration oscillates with growing amplitude. Wegstein's method, which extrapolates with a secant slope, settles down. But far from the solution that slope can differ a lot from the slope at the solution. Can a poor estimate send the iterate away?

## Any slope within the bounds is good enough

No. If a ≤ F′(x) ≤ b for all real x and 2b < 1 + a, then any slope estimates in [a, b] give convergence from every start to the unique fixed point. Each step with such an estimate multiplies the error by at most (b − a)/(1 − b); a plain first step can increase it. Secant slopes lie in [a, b] automatically. With a = −3 and b = −1.5 the condition reads −3 < −2, and the factor is 0.6.

The bounds a and b are the smallest and largest allowed slopes of output against input, counted with sign; in the example, a = −3 is the strongest overreaction. For a slope estimate l, the update is

x_new = (F(x) − l x)/(1 − l) = x + (F(x) − x)/(1 − l),

which is linear mixing with parameter 1/(1 − l). Many texts use q = l/(l − 1) instead; the bounds here are on l, not on q.

In a calculation, suppose the input 0.10 gives the output 0.40. The first step is plain, so 0.40 is the next input; say it returns −0.20. The secant slope is −0.60/0.30 = −2, the mixing parameter is 1/3, and the next input is 0.40 − 0.60/3 = 0.20. Each further step costs one new evaluation of F.

## The error is a slope mismatch

Since a ≤ b, the condition gives 2b < 1 + a ≤ 1 + b, hence b < 1. By the mean value theorem, any x and y have some s in [a, b] with

F(x) − F(y) = s(x − y).

For existence of a fixed point, put R = |F(0)|/(1 − b). Comparing F(±R) with F(0) gives

F(R) − R ≤ F(0) − (1 − b)R = F(0) − |F(0)| ≤ 0,

F(−R) + R ≥ F(0) + (1 − b)R = F(0) + |F(0)| ≥ 0.

So the continuous function F(x) − x vanishes at some p in [−R, R]. If z is also a fixed point, then z − p = u(z − p) with u ≤ b < 1, so z = p.

Now subtract p = F(p) from the update:

x_new − p = (F(x) − F(p) − l(x − p))/(1 − l) = (s − l)/(1 − l) · (x − p).

Both s and l lie in [a, b], so |s − l| ≤ b − a, while 1 − l ≥ 1 − b > 0. The error factor is therefore at most r = (b − a)/(1 − b), and r < 1 is the same inequality as 2b < 1 + a. After n steps,

|x(n) − p| ≤ rⁿ |x(0) − p| → 0.

The factor is attained: for F(y) = a y and l = b, the update is x_new = −r x. If 1 + a ≤ 2b with b < 1, then r ≥ 1, and a nonzero start never approaches the solution 0. This limits arbitrary estimates, not secant slopes: for this F every secant slope is a, and the first secant step lands on 0.

The same error identity has a neighbouring consequence, which I give as a pencil calculation without a Lean proof. Fix l at the midpoint (a + b)/2. Then |s − l| ≤ (b − a)/2, and the factor is at most (b − a)/(2 − a − b), which is below 1 whenever b < 1.

## What the Lean statements say

`SlopeBounds F a b` says that F is differentiable on all of ℝ with derivative in the closed interval [a, b]. `wegstein F l x` is the update, and `secantSlope F x y` is the slope through two points.

In `wegstein_converges`, the sequences `l` and `x` are indexed from 0, and `l n` may be chosen in any way within [a, b]. The conclusion gives a fixed point, its uniqueness, the error bound at every step, and convergence.

`secant_wegstein_converges` treats your method: x(1) = F(x(0)), then secant slopes of the last two iterates. If these coincide, the sequence stays put, so the undefined slope 0/0 is never used.

For self-consistent-field calculations, this bears on mixing when the problem has been reduced to one real parameter. The theorems assume the slope bounds on the whole line. A physical charge transfer has a limited range, so its slope cannot stay below −1.5 everywhere. The argument still works if the bounds hold on an interval centred at a solution p and the first two inputs lie in it: no secant step then increases the distance to p, so the iterates never leave the interval. This local version is not in the Lean code.

```lean
import Mathlib

open Filter Topology

namespace BoundedWegstein

noncomputable section

/-- The map `F` is differentiable and its slope lies between `a` and `b` everywhere. -/
def SlopeBounds (F : ℝ → ℝ) (a b : ℝ) : Prop :=
  Differentiable ℝ F ∧ ∀ x, deriv F x ∈ Set.Icc a b

/-- One Wegstein update of the iterate `x` with slope estimate `l`, for `l ≠ 1`. -/
def wegstein (F : ℝ → ℝ) (l x : ℝ) : ℝ := (F x - l * x) / (1 - l)

/-- The slope of the secant of `F` through two distinct points `x` and `y`. -/
def secantSlope (F : ℝ → ℝ) (x y : ℝ) : ℝ := (F y - F x) / (y - x)

variable {F : ℝ → ℝ} {a b : ℝ}

/-- If the slope of `F` lies in `[a, b]`, then any difference of values of `F` is the
difference of the arguments times some number in `[a, b]`. -/
theorem exists_slope (hF : SlopeBounds F a b) (x y : ℝ) :
    ∃ s ∈ Set.Icc a b, F x - F y = s * (x - y) := by
  rcases lt_trichotomy x y with h | h | h
  · obtain ⟨c, _, hc⟩ := exists_deriv_eq_slope F h hF.1.continuous.continuousOn
      hF.1.differentiableOn
    rw [eq_div_iff (sub_ne_zero.mpr h.ne')] at hc
    exact ⟨deriv F c, hF.2 c, by linear_combination hc⟩
  · subst h
    exact ⟨deriv F x, hF.2 x, by simp⟩
  · obtain ⟨c, _, hc⟩ := exists_deriv_eq_slope F h hF.1.continuous.continuousOn
      hF.1.differentiableOn
    rw [eq_div_iff (sub_ne_zero.mpr h.ne')] at hc
    exact ⟨deriv F c, hF.2 c, hc.symm⟩

/-- For a slope estimate other than `1`, a Wegstein update leaves `x` unchanged exactly
when `x` is a fixed point of `F`. -/
theorem wegstein_eq_self_iff {l x : ℝ} (hl : l ≠ 1) :
    wegstein F l x = x ↔ F x = x := by
  rw [wegstein, div_eq_iff (sub_ne_zero.mpr hl.symm)]
  constructor <;> intro h <;> linarith

/-- A map whose slope lies in `[a, b]` with `b < 1` has exactly one fixed point. -/
theorem existsUnique_fixedPoint (hF : SlopeBounds F a b) (hb : b < 1) :
    ∃! p, F p = p := by
  have h1 : 0 < 1 - b := by linarith
  -- choose `R` so that the residual `F x - x` is at most `0` at `R` and at least `0` at `-R`
  obtain ⟨R, hR0, hR⟩ : ∃ R : ℝ, 0 ≤ R ∧ R * (1 - b) = |F 0| :=
    ⟨|F 0| / (1 - b), div_nonneg (abs_nonneg _) h1.le, div_mul_cancel₀ _ h1.ne'⟩
  obtain ⟨s, hs, hsR⟩ := exists_slope hF R 0
  obtain ⟨t, ht, htR⟩ := exists_slope hF (-R) 0
  have upper : F R - R ≤ 0 := by
    nlinarith [mul_le_mul_of_nonneg_right hs.2 hR0, le_abs_self (F 0)]
  have lower : 0 ≤ F (-R) - (-R) := by
    nlinarith [mul_le_mul_of_nonneg_right ht.2 hR0, neg_abs_le (F 0)]
  have hc : Continuous (fun x => F x - x) := hF.1.continuous.sub continuous_id
  obtain ⟨p, _, hp⟩ := intermediate_value_Icc' (by linarith : -R ≤ R) hc.continuousOn
    (show (0 : ℝ) ∈ Set.Icc ((fun x => F x - x) R) ((fun x => F x - x) (-R)) from
      ⟨upper, lower⟩)
  have hp' : F p = p := sub_eq_zero.mp hp
  refine ⟨p, hp', fun q hq => ?_⟩
  have hq' : F q = q := hq
  -- two fixed points would be joined by a secant of slope one
  obtain ⟨u, hu, huq⟩ := exists_slope hF q p
  have h0 : (1 - u) * (q - p) = 0 := by linear_combination huq - hq' + hp'
  rcases mul_eq_zero.mp h0 with h | h
  · linarith [hu.2]
  · linarith

/-- If the slope of `F` and the estimate `l` both lie in `[a, b]` with `b < 1`, one Wegstein
update multiplies the distance to a fixed point by at most `(b - a) / (1 - b)`. -/
theorem wegstein_error_le (hF : SlopeBounds F a b) (hb : b < 1) {l p : ℝ}
    (hl : l ∈ Set.Icc a b) (hp : F p = p) (x : ℝ) :
    |wegstein F l x - p| ≤ (b - a) / (1 - b) * |x - p| := by
  obtain ⟨hl1, hl2⟩ := hl
  obtain ⟨s, ⟨hs1, hs2⟩, hs⟩ := exists_slope hF x p
  have h1 : 0 < 1 - l := by linarith
  -- the new error is the slope mismatch, rescaled, times the old error
  have e : wegstein F l x - p = (s - l) / (1 - l) * (x - p) := by
    rw [wegstein, div_mul_eq_mul_div, eq_div_iff h1.ne', sub_mul,
      div_mul_cancel₀ _ h1.ne']
    linear_combination hs + hp
  rw [e, abs_mul]
  apply mul_le_mul_of_nonneg_right _ (abs_nonneg _)
  rw [abs_div, abs_of_pos h1]
  exact div_le_div₀ (by linarith) (abs_le.mpr ⟨by linarith, by linarith⟩)
    (by linarith) (by linarith)

/-- **Bounded Wegstein acceleration.** If the slope of `F` lies in `[a, b]` and
`2 * b < 1 + a`, then for any slope estimates in `[a, b]` the iteration converges from every
start to the unique fixed point, with error factor at most `(b - a) / (1 - b)` per step. -/
theorem wegstein_converges (hF : SlopeBounds F a b) (hab : 2 * b < 1 + a)
    {l x : ℕ → ℝ} (hl : ∀ n, l n ∈ Set.Icc a b)
    (hx : ∀ n, x (n + 1) = wegstein F (l n) (x n)) :
    ∃ p, F p = p ∧ (∀ q, F q = q → q = p) ∧
      (∀ n, |x (n + 1) - p| ≤ (b - a) / (1 - b) * |x n - p|) ∧
      Tendsto x atTop (𝓝 p) := by
  have hle : a ≤ b := (hl 0).1.trans (hl 0).2
  have hb : b < 1 := by linarith
  have h1 : 0 < 1 - b := by linarith
  obtain ⟨p, hp, huniq⟩ := existsUnique_fixedPoint hF hb
  have hstep : ∀ n, |x (n + 1) - p| ≤ (b - a) / (1 - b) * |x n - p| := fun n => by
    rw [hx n]
    exact wegstein_error_le hF hb (hl n) hp (x n)
  refine ⟨p, hp, huniq, hstep, ?_⟩
  have hr0 : 0 ≤ (b - a) / (1 - b) := div_nonneg (by linarith) h1.le
  have hr1 : (b - a) / (1 - b) < 1 := (div_lt_one h1).mpr (by linarith)
  -- the error is dominated by a geometric sequence
  have hgeo : ∀ n, |x n - p| ≤ ((b - a) / (1 - b)) ^ n * |x 0 - p| := by
    intro n
    induction n with
    | zero => simp
    | succ n ih =>
      calc |x (n + 1) - p| ≤ (b - a) / (1 - b) * |x n - p| := hstep n
        _ ≤ (b - a) / (1 - b) * (((b - a) / (1 - b)) ^ n * |x 0 - p|) :=
          mul_le_mul_of_nonneg_left ih hr0
        _ = ((b - a) / (1 - b)) ^ (n + 1) * |x 0 - p| := by rw [pow_succ]; ring
  have hlim := (tendsto_pow_atTop_nhds_zero_of_lt_one hr0 hr1).mul_const |x 0 - p|
  rw [zero_mul] at hlim
  exact tendsto_iff_dist_tendsto_zero.mpr (squeeze_zero (fun _ => dist_nonneg)
    (fun n => by rw [Real.dist_eq]; exact hgeo n) hlim)

/-- If the slope of `F` lies in `[a, b]`, so does every secant slope through two distinct
points. -/
theorem secantSlope_mem (hF : SlopeBounds F a b) {x y : ℝ} (hxy : x ≠ y) :
    secantSlope F x y ∈ Set.Icc a b := by
  obtain ⟨s, hs, h⟩ := exists_slope hF y x
  have e : secantSlope F x y = s := by
    rw [secantSlope, h, mul_div_cancel_right₀ _ (sub_ne_zero.mpr hxy.symm)]
  rw [e]
  exact hs

/-- Let the slope of `F` lie in `[a, b]` with `2 * b < 1 + a`. The Wegstein method that starts
with one plain step, then uses the secant slope of the last two iterates, and stays put once
these coincide, converges from every start to a fixed point of `F`. -/
theorem secant_wegstein_converges (hF : SlopeBounds F a b) (hab : 2 * b < 1 + a)
    {x : ℕ → ℝ} (hfirst : x 1 = F (x 0))
    (hstep : ∀ n, x (n + 1) ≠ x n →
      x (n + 2) = wegstein F (secantSlope F (x n) (x (n + 1))) (x (n + 1)))
    (hstop : ∀ n, x (n + 1) = x n → x (n + 2) = x (n + 1)) :
    ∃ p, F p = p ∧ Tendsto x atTop (𝓝 p) := by
  have hle : a ≤ b := (hF.2 0).1.trans (hF.2 0).2
  have hb : b < 1 := by linarith
  -- the iterates can only coincide at a fixed point
  have hfix : ∀ n, x (n + 1) = x n → F (x n) = x n := by
    intro n
    induction n with
    | zero => exact fun h => hfirst.symm.trans h
    | succ n ih =>
      intro h
      by_cases e : x (n + 1) = x n
      · rw [e]
        exact ih e
      · have hm := secantSlope_mem hF (Ne.symm e)
        exact (wegstein_eq_self_iff (hm.2.trans_lt hb).ne).mp ((hstep n e).symm.trans h)
  have hex : ∀ n, ∃ l, l ∈ Set.Icc a b ∧ x (n + 2) = wegstein F l (x (n + 1)) := by
    intro n
    by_cases e : x (n + 1) = x n
    · have hf : F (x (n + 1)) = x (n + 1) := by
        rw [e]
        exact hfix n e
      exact ⟨b, ⟨hle, le_rfl⟩,
        (hstop n e).trans ((wegstein_eq_self_iff hb.ne).mpr hf).symm⟩
    · exact ⟨_, secantSlope_mem hF (Ne.symm e), hstep n e⟩
  choose l hl hxl using hex
  obtain ⟨p, hp, _, _, hlim⟩ :=
    wegstein_converges hF hab (x := fun n => x (n + 1)) hl hxl
  exact ⟨p, hp, (tendsto_add_atTop_iff_nat 1).mp hlim⟩

/-- For the linear map `y ↦ a * y` and slope estimate `b`, with `a ≤ b < 1`, a Wegstein update
multiplies the distance to the fixed point `0` by exactly `(b - a) / (1 - b)`. -/
theorem error_factor_attained (hle : a ≤ b) (hb : b < 1) (x : ℝ) :
    |wegstein (fun y => a * y) b x| = (b - a) / (1 - b) * |x| := by
  have h1 : 0 < 1 - b := by linarith
  have e : wegstein (fun y => a * y) b x = -((b - a) / (1 - b) * x) := by
    simp only [wegstein]
    ring
  rw [e, abs_neg, abs_mul, abs_of_nonneg (div_nonneg (by linarith) h1.le)]

/-- If `a ≤ b < 1` but `1 + a ≤ 2 * b`, the map `y ↦ a * y` has slope in `[a, b]`, yet the
Wegstein iteration with constant estimate `b` does not converge to the fixed point `0` from
any nonzero start. -/
theorem slope_condition_sharp (hle : a ≤ b) (hb : b < 1) (hab : 1 + a ≤ 2 * b)
    {x : ℕ → ℝ} (h0 : x 0 ≠ 0)
    (hx : ∀ n, x (n + 1) = wegstein (fun y => a * y) b (x n)) :
    SlopeBounds (fun y => a * y) a b ∧ ¬ Tendsto x atTop (𝓝 0) := by
  have hd : ∀ y : ℝ, HasDerivAt (fun y => a * y) a y := fun y => by
    simpa using (hasDerivAt_id y).const_mul a
  refine ⟨⟨fun y => (hd y).differentiableAt, fun y => ?_⟩, fun hlim => ?_⟩
  · rw [(hd y).deriv]
    exact ⟨le_rfl, hle⟩
  · have hr : 1 ≤ (b - a) / (1 - b) := (one_le_div (by linarith)).mpr (by linarith)
    -- the error never shrinks below its initial size
    have hlow : ∀ n, |x 0| ≤ |x n| := by
      intro n
      induction n with
      | zero => exact le_rfl
      | succ n ih =>
        rw [hx n, error_factor_attained hle hb]
        exact ih.trans (le_mul_of_one_le_left (abs_nonneg _) hr)
    have h := ge_of_tendsto' hlim.abs hlow
    rw [abs_zero] at h
    linarith [abs_pos.mpr h0]

end

end BoundedWegstein
```

```lean
#print axioms BoundedWegstein.wegstein_converges
#print axioms BoundedWegstein.secant_wegstein_converges
#print axioms BoundedWegstein.slope_condition_sharp
```

```
'BoundedWegstein.wegstein_converges' depends on axioms: [propext, Classical.choice, Quot.sound]
'BoundedWegstein.secant_wegstein_converges' depends on axioms: [propext, Classical.choice, Quot.sound]
'BoundedWegstein.slope_condition_sharp' depends on axioms: [propext, Classical.choice, Quot.sound]
```

## From the mean value theorem to the limit

`exists_slope` is the mean value step. It splits into x < y, x = y and x > y, because Mathlib's theorem wants an ordered interval. `existsUnique_fixedPoint` finds the signs at R and −R with `nlinarith`, applies the intermediate value theorem, and excludes a second fixed point through the factor 1 − u.

In `wegstein_error_le`, the equation `e` is the error identity: the denominator is cleared, and `linear_combination hs + hp` adds the mean value relation to F(p) = p. `div_le_div₀` then bounds numerator and denominator separately. `wegstein_converges` iterates the bound by induction in `hgeo` and squeezes the error under the geometric sequence.

For the secant method, `secantSlope_mem` puts the slopes in [a, b]. The induction `hfix` shows that coinciding iterates sit at a fixed point, using `wegstein_eq_self_iff`. Staying there is also a Wegstein step with slope b, so the general theorem applies to the sequence from x(1) onwards.

`error_factor_attained` computes the linear example. `slope_condition_sharp` uses it to show |x(n)| ≥ |x(0)| for all n, which contradicts a limit of 0.
